# Real generators for spin 1/2: none in two dimensions, an explicit triple in four

Can the rotations of a spin 1/2 be written with real matrices only? The answer depends on which operators are asked to be real. With $\hbar=1$, the angular momentum operators obey $[J_1,J_2]=iJ_3$ and its cyclic images. If all three $J_k$ were real, the left side would be real and the right side imaginary, so they would vanish in any dimension. The matrices taken to be real here are therefore $A_k=-iJ_k$, which generate the rotation operators $e^{-i\theta J_k}=e^{\theta A_k}$. Substituting $J_k=iA_k$ removes the imaginary unit:

$$[A_1,A_2]=A_3,\qquad [A_2,A_3]=A_1,\qquad [A_3,A_1]=A_2 .$$

## Three commutators with equal signs

In Lean 4 with Mathlib:

```lean
import Mathlib

open Matrix

namespace RealSpinHalf

/-- The angular momentum relations `[A₁,A₂] = A₃`, `[A₂,A₃] = A₁`, `[A₃,A₁] = A₂`,
written for `A_k = -i J_k` in units of `ħ`. -/
def SpinRelations {R : Type*} [Ring R] (A₁ A₂ A₃ : R) : Prop :=
  A₁ * A₂ - A₂ * A₁ = A₃ ∧ A₂ * A₃ - A₃ * A₂ = A₁ ∧ A₃ * A₁ - A₁ * A₃ = A₂
```

`SpinRelations` states these relations in an arbitrary ring, so it serves for real and complex matrices of any size. It does not require the $A_k$ to be antisymmetric or anti-Hermitian. The theorems write $A,B,C$ for $A_1,A_2,A_3$, and so does the text below.

Physically, the relations say that the matrices generate rotations. The signs matter, as a small example worked by hand shows. Take

$$A=\tfrac12\begin{pmatrix}0&1\\1&0\end{pmatrix},\quad B=\tfrac12\begin{pmatrix}0&1\\-1&0\end{pmatrix},\quad C=\tfrac12\begin{pmatrix}-1&0\\0&1\end{pmatrix}.$$

Here $AB=\tfrac12C$ and $BA=-\tfrac12C$, so $[A,B]=C$. Likewise $BC=\tfrac12A=-CB$ gives $[B,C]=A$. But $CA=-\tfrac12B=-AC$, so $[C,A]=-B$. Two relations hold and the third has the wrong sign: these nonzero real matrices generate one rotation and two Lorentz boosts in a plane.

## Real entries and two dimensions

For a 2×2 matrix $X$ with rows and columns numbered 0 and 1, set

$$d_X=X_{00}-X_{11},\quad s_X=X_{01}+X_{10},\quad a_X=X_{01}-X_{10}.$$

Multiplying out a commutator $Z=[X,Y]$ gives

$$Z_{00}-Z_{11}=2(X_{01}Y_{10}-X_{10}Y_{01}),$$
$$Z_{01}=d_XY_{01}-d_YX_{01},\qquad Z_{10}=d_YX_{10}-d_XY_{10},$$

and hence

$$d_Z=a_Xs_Y-s_Xa_Y,\quad s_Z=d_Xa_Y-a_Xd_Y,\quad a_Z=d_Xs_Y-s_Xd_Y.$$

Collect the values for $A,B,C$ into vectors $\mathbf d=(d_A,d_B,d_C)$, and similarly $\mathbf s$ and $\mathbf a$. The three relations become

$$\mathbf d=\mathbf a\times\mathbf s,\qquad \mathbf s=\mathbf d\times\mathbf a,\qquad \mathbf a=\mathbf d\times\mathbf s.$$

With $t=\mathbf d\cdot(\mathbf a\times\mathbf s)$, the symmetry of the triple product gives $|\mathbf d|^2=t$, $|\mathbf s|^2=t$ and $|\mathbf a|^2=-t$. Therefore

$$|\mathbf d|^2+|\mathbf a|^2=0,\qquad |\mathbf s|^2+|\mathbf a|^2=0 .$$

This is where real entries are used: a vanishing sum of real squares has only vanishing terms. So $A$ is a multiple of the identity, $C=[A,B]=0$, and then $A=[B,C]=0$ and $B=[C,A]=0$.

```lean
/-- Real 2×2 matrices that satisfy the angular momentum relations are all zero. -/
theorem real_two_dim_zero {A B C : Matrix (Fin 2) (Fin 2) ℝ}
    (h : SpinRelations A B C) : A = 0 ∧ B = 0 ∧ C = 0 := by
  obtain ⟨h12, h23, h31⟩ := h
  have e12 := fun i j => congrFun (congrFun h12 i) j
  have e23 := fun i j => congrFun (congrFun h23 i) j
  have e31 := fun i j => congrFun (congrFun h31 i) j
  simp only [Matrix.sub_apply, Matrix.mul_apply, Fin.sum_univ_two] at e12 e23 e31
  -- diagonal differences and antisymmetric parts: a vanishing sum of squares
  have k1 : (A 0 0 - A 1 1) ^ 2 + (B 0 0 - B 1 1) ^ 2 + (C 0 0 - C 1 1) ^ 2
      + (A 0 1 - A 1 0) ^ 2 + (B 0 1 - B 1 0) ^ 2 + (C 0 1 - C 1 0) ^ 2 = 0 := by
    linear_combination
      -(A 0 0 - A 1 1) * (e23 0 0 - e23 1 1) - (B 0 0 - B 1 1) * (e31 0 0 - e31 1 1)
      - (C 0 0 - C 1 1) * (e12 0 0 - e12 1 1) - (A 0 1 - A 1 0) * (e23 0 1 - e23 1 0)
      - (B 0 1 - B 1 0) * (e31 0 1 - e31 1 0) - (C 0 1 - C 1 0) * (e12 0 1 - e12 1 0)
  -- the same with the symmetric off-diagonal parts
  have k2 : (A 0 1 + A 1 0) ^ 2 + (B 0 1 + B 1 0) ^ 2 + (C 0 1 + C 1 0) ^ 2
      + (A 0 1 - A 1 0) ^ 2 + (B 0 1 - B 1 0) ^ 2 + (C 0 1 - C 1 0) ^ 2 = 0 := by
    linear_combination
      -(A 0 1 + A 1 0) * (e23 0 1 + e23 1 0) - (B 0 1 + B 1 0) * (e31 0 1 + e31 1 0)
      - (C 0 1 + C 1 0) * (e12 0 1 + e12 1 0) - (A 0 1 - A 1 0) * (e23 0 1 - e23 1 0)
      - (B 0 1 - B 1 0) * (e31 0 1 - e31 1 0) - (C 0 1 - C 1 0) * (e12 0 1 - e12 1 0)
  have p : A 0 0 - A 1 1 = 0 := by
    apply (pow_eq_zero_iff two_ne_zero).mp
    apply le_antisymm _ (sq_nonneg _)
    rw [← k1]
    linarith [sq_nonneg (B 0 0 - B 1 1), sq_nonneg (C 0 0 - C 1 1),
      sq_nonneg (A 0 1 - A 1 0), sq_nonneg (B 0 1 - B 1 0), sq_nonneg (C 0 1 - C 1 0)]
  have r : A 0 1 - A 1 0 = 0 := by
    apply (pow_eq_zero_iff two_ne_zero).mp
    apply le_antisymm _ (sq_nonneg _)
    rw [← k2]
    linarith [sq_nonneg (A 0 1 + A 1 0), sq_nonneg (B 0 1 + B 1 0),
      sq_nonneg (C 0 1 + C 1 0), sq_nonneg (B 0 1 - B 1 0), sq_nonneg (C 0 1 - C 1 0)]
  have q : A 0 1 + A 1 0 = 0 := by
    apply (pow_eq_zero_iff two_ne_zero).mp
    apply le_antisymm _ (sq_nonneg _)
    rw [← k2]
    linarith [sq_nonneg (A 0 1 - A 1 0), sq_nonneg (B 0 1 + B 1 0),
      sq_nonneg (C 0 1 + C 1 0), sq_nonneg (B 0 1 - B 1 0), sq_nonneg (C 0 1 - C 1 0)]
  -- so `A` is a multiple of the identity and commutes with `B`
  have hA : A = A 0 0 • (1 : Matrix (Fin 2) (Fin 2) ℝ) := by
    ext i j
    fin_cases i <;> fin_cases j <;> simp <;> linarith
  have hcomm : A * B = B * A := by
    rw [hA, smul_mul_assoc, mul_smul_comm, one_mul, mul_one]
  have hC : C = 0 := by rw [← h12, hcomm, sub_self]
  refine ⟨?_, ?_, hC⟩
  · rw [← h23, hC, mul_zero, zero_mul, sub_self]
  · rw [← h31, hC, mul_zero, zero_mul, sub_self]
```

The theorem takes any real 2×2 triple with the relations and concludes that all three matrices are zero. No condition on their squares is needed.

In the proof, `e12`, `e23` and `e31` are the relations entry by entry. The identities `k1` and `k2` are the two sums of squares; `linear_combination` obtains them by multiplying each relation by the matching component, as the dot products do above. The steps `p`, `r` and `q` extract $d_A=a_A=s_A=0$, since each square is at most a sum equal to zero. Then `hA` writes $A$ as a multiple of the identity, `hcomm` makes it commute with $B$, and the relations finish the argument.

## The square that singles out spin 1/2

The condition $C^2=-\tfrac14$ means $J_3^2=\tfrac14$: a measurement of the third spin component can give only $\pm\tfrac12$. It restricts the dimension further. Insert $B=CA-AC$ into $A=BC-CB$:

$$A=2CAC-AC^2-C^2A=2CAC+\tfrac12A,\qquad\text{so}\qquad CAC=\tfrac14A.$$

Multiplying by $C$ on the left gives $-\tfrac14AC=\tfrac14CA$, so $CA=-AC$. Now insert $B$ into $C=AB-BA$ and use anticommutation:

$$C=2ACA-A^2C-CA^2=-4CA^2 .$$

Another multiplication by $C$ on the left gives $-\tfrac14=A^2$.

```lean
/-- If `A`, `B`, `C` satisfy the angular momentum relations in a real algebra and `C² = -1/4`, then
`C` and `A` anticommute and `A² = -1/4`. -/
theorem anticommute_and_sq {R : Type*} [Ring R] [Algebra ℝ R] {A B C : R}
    (h : SpinRelations A B C) (hC : C * C = (-(1 / 4) : ℝ) • (1 : R)) :
    C * A = -(A * C) ∧ A * A = (-(1 / 4) : ℝ) • (1 : R) := by
  obtain ⟨h12, h23, h31⟩ := h
  have hCC : ∀ X : R, C * (C * X) = (-(1 / 4) : ℝ) • X := fun X => by
    rw [← mul_assoc, hC, smul_mul_assoc, one_mul]
  have hACC : A * C * C = (-(1 / 4) : ℝ) • A := by
    rw [mul_assoc, hC, mul_smul_comm, mul_one]
  -- the double commutator with `C` gives `C A C = A / 4`
  have e : B * C - C * B = C * A * C + C * A * C - A * C * C - C * (C * A) := by
    rw [← h31]; noncomm_ring
  rw [h23, hACC, hCC] at e
  have hs : C * A * C = (1 / 4 : ℝ) • A := by
    linear_combination (norm := module) (-(1 / 2) : ℝ) • e
  have e2 : C * (C * A * C) = (-(1 / 4) : ℝ) • (A * C) := by
    rw [mul_assoc C A C, hCC]
  rw [hs, mul_smul_comm] at e2
  have anti : C * A = -(A * C) := by
    linear_combination (norm := module) (4 : ℝ) • e2
  refine ⟨anti, ?_⟩
  -- anticommutation turns `[A,B] = C` into `C = -4 C A²`
  have hAC : A * C = -(C * A) := by rw [anti, neg_neg]
  have hACA : A * C * A = -(C * (A * A)) := by rw [hAC, neg_mul, mul_assoc]
  have hAAC : A * (A * C) = C * (A * A) := by
    calc A * (A * C) = A * (-(C * A)) := by rw [← hAC]
      _ = -(A * C * A) := by noncomm_ring
      _ = C * (A * A) := by rw [hACA, neg_neg]
  have e3 : A * B - B * A = A * C * A + A * C * A - A * (A * C) - C * (A * A) := by
    rw [← h31]; noncomm_ring
  rw [h12, hACA, hAAC] at e3
  have e4 := congrArg (fun X => C * X) e3
  simp only [mul_sub, mul_add, mul_neg, hCC, hC] at e4
  linear_combination (norm := module) (-1 : ℝ) • e4
```

This holds in any real algebra, with `(-(1 / 4) : ℝ) • 1` standing for $-\tfrac14$ times the identity. The equation `e` is the first insertion, `hs` is $CAC=\tfrac14A$, `anti` is the anticommutation, and `e3` and `e4` are the last two steps.

Now set $\mathbf i=2C$, $\mathbf j=2A$ and $\mathbf k=\mathbf i\mathbf j=4CA$. These are real matrices that multiply like quaternion units; $\mathbf i$ is not the imaginary number. For $v\neq0$ in $\mathbb R^n$, the vectors $v,\mathbf iv,\mathbf jv,\mathbf kv$ are independent: if $qv=0$ for a real combination $q=\alpha+\beta\mathbf i+\gamma\mathbf j+\delta\mathbf k$, multiplication by its conjugate gives $(\alpha^2+\beta^2+\gamma^2+\delta^2)v=0$. Their span $W$ is invariant under the units. A vector $w$ outside $W$ gives four more dimensions, because $qw\in W$ with $q\neq0$ would put $w=q^{-1}qw$ in $W$. Repeating this until the space is exhausted shows that $n$ is a multiple of four.

```lean
/-- If real n×n matrices `A`, `B`, `C` satisfy the angular momentum relations with `C² = -1/4`, then
`n` is a multiple of four. -/
theorem four_dvd_dim {n : ℕ} {A B C : Matrix (Fin n) (Fin n) ℝ}
    (h : SpinRelations A B C)
    (hC : C * C = (-(1 / 4) : ℝ) • (1 : Matrix (Fin n) (Fin n) ℝ)) : 4 ∣ n := by
  obtain ⟨anti, hA⟩ := anticommute_and_sq h hC
  -- `2C` and `2A` act as the quaternion units `i` and `j`
  let b : QuaternionAlgebra.Basis (Matrix (Fin n) (Fin n) ℝ) (-1 : ℝ) 0 (-1) :=
    { i := (2 : ℝ) • C
      j := (2 : ℝ) • A
      k := (4 : ℝ) • (C * A)
      i_mul_i := by simp only [smul_mul_assoc, mul_smul_comm, hC]; module
      j_mul_j := by simp only [smul_mul_assoc, mul_smul_comm, hA]; module
      i_mul_j := by simp only [smul_mul_assoc, mul_smul_comm]; module
      j_mul_i := by simp only [smul_mul_assoc, mul_smul_comm, anti]; module }
  let f : Quaternion ℝ →ₐ[ℝ] Matrix (Fin n) (Fin n) ℝ := b.liftHom
  let g : Quaternion ℝ →ₐ[ℝ] Module.End ℝ (Fin n → ℝ) :=
    (Matrix.toLinAlgEquiv' (R := ℝ) (n := Fin n)).toAlgHom.comp f
  let _ : Module (Quaternion ℝ) (Fin n → ℝ) := Module.compHom _ g.toRingHom
  have : IsScalarTower ℝ (Quaternion ℝ) (Fin n → ℝ) := ⟨fun r x v => by
    change g (r • x) v = r • g x v
    rw [map_smul]; rfl⟩
  -- real dimension = 4 × quaternionic dimension
  have hd := Module.finrank_mul_finrank ℝ (Quaternion ℝ) (Fin n → ℝ)
  rw [Quaternion.finrank_eq_four, Module.finrank_fin_fun] at hd
  exact ⟨_, hd.symm⟩
```

The structure `b` records the quaternion multiplication table, and `f` and `g` turn it into an action on $\mathbb R^n$. The counting is `Module.finrank_mul_finrank`: the real dimension is four times the quaternionic one.

In the smallest case, $n=0$, the hypotheses hold trivially and four divides zero. The smallest nonzero dimension allowed is four. Without the relations, $C^2=-\tfrac14$ alone permits $n=2$, as the matrix $B$ of the boost example shows. Without a condition on $C^2$, the zero triple satisfies the relations for every $n$.

## Half quaternion units as 4×4 matrices

Dimension four is attained. Let the quaternions $\tfrac12i,\tfrac12j,\tfrac12k$ act by left multiplication on quaternions with real coordinates in the order $1,i,j,k$. Since $ij=k=-ji$,

$$[\tfrac12i,\tfrac12j]=\tfrac14(k+k)=\tfrac12k,$$

and the other relations follow cyclically. Each square is $-\tfrac14$, so each matrix $S$ has the inverse $-4S$.

```lean
/-- First real 4×4 generator: left multiplication by half the quaternion unit `i`, in the basis
`1, i, j, k`. -/
noncomputable def S₁ : Matrix (Fin 4) (Fin 4) ℝ :=
  !![0, -1/2, 0, 0; 1/2, 0, 0, 0; 0, 0, 0, -1/2; 0, 0, 1/2, 0]

/-- Second real 4×4 generator: left multiplication by half the quaternion unit `j`, in the basis
`1, i, j, k`. -/
noncomputable def S₂ : Matrix (Fin 4) (Fin 4) ℝ :=
  !![0, 0, -1/2, 0; 0, 0, 0, 1/2; 1/2, 0, 0, 0; 0, -1/2, 0, 0]

/-- Third real 4×4 generator: left multiplication by half the quaternion unit `k`, in the basis
`1, i, j, k`. -/
noncomputable def S₃ : Matrix (Fin 4) (Fin 4) ℝ :=
  !![0, 0, 0, -1/2; 0, 0, -1/2, 0; 0, 1/2, 0, 0; 1/2, 0, 0, 0]

/-- The real 4×4 matrices `S₁`, `S₂`, `S₃` satisfy the angular momentum relations. -/
theorem real_four_dim_relations : SpinRelations S₁ S₂ S₃ := by
  refine ⟨?_, ?_, ?_⟩ <;> ext i j <;> fin_cases i <;> fin_cases j <;>
    norm_num [S₁, S₂, S₃, Matrix.mul_apply, Fin.sum_univ_succ]

/-- Each of the real 4×4 matrices `S₁`, `S₂`, `S₃` has square `-1/4`. -/
theorem real_four_dim_sq :
    S₁ * S₁ = (-(1 / 4) : ℝ) • 1 ∧ S₂ * S₂ = (-(1 / 4) : ℝ) • 1 ∧
      S₃ * S₃ = (-(1 / 4) : ℝ) • 1 := by
  have h3 : S₃ * S₃ = (-(1 / 4) : ℝ) • 1 := by
    ext i j
    fin_cases i <;> fin_cases j <;>
      norm_num [S₃, Matrix.mul_apply, Fin.sum_univ_succ]
  -- the other two squares follow by cyclic symmetry
  obtain ⟨h12, h23, h31⟩ := real_four_dim_relations
  have h1 := (anticommute_and_sq ⟨h12, h23, h31⟩ h3).2
  exact ⟨h1, (anticommute_and_sq ⟨h23, h31, h12⟩ h1).2, h3⟩

/-- The real 4×4 matrices `S₁`, `S₂`, `S₃` are invertible. -/
theorem real_four_dim_invertible : IsUnit S₁ ∧ IsUnit S₂ ∧ IsUnit S₃ := by
  have key : ∀ S : Matrix (Fin 4) (Fin 4) ℝ,
      S * S = (-(1 / 4) : ℝ) • 1 → IsUnit S := fun S h =>
    ⟨⟨S, (-4 : ℝ) • S, by rw [mul_smul_comm, h]; module,
      by rw [smul_mul_assoc, h]; module⟩, rfl⟩
  obtain ⟨h1, h2, h3⟩ := real_four_dim_sq
  exact ⟨key _ h1, key _ h2, key _ h3⟩
```

The relations are checked entry by entry. For the squares, only $S_3^2$ is computed directly; `anticommute_and_sq`, applied twice with the indices shifted cyclically, supplies the others. `IsUnit` means invertible, and `key` provides the inverse $-4S$.

One step remains between these matrices and a physical spin. To read $\mathbb R^4$ as the complex state space $\mathbb C^2$, one needs another real matrix that squares to $-1$ and commutes with all three $S_k$, to act as the imaginary unit. Right multiplication by a quaternion unit does this, though the theorems do not include it. For a program that stores the rotation generators of a single spin 1/2 as real matrices, the dimension count means at least four real components per spinor.

## With complex entries or a third dimension

Without real entries, the two-dimensional theorem fails for the usual spin-1/2 rotation generators $-\tfrac i2\sigma_k$, where $\sigma_k$ are the Pauli matrices. Their nonzero components are $s_A=-i$, $a_B=-1$ and $d_C=-i$. Both sums of squares are still zero, now as $(-i)^2+(-1)^2=0$, but the terms no longer vanish.

```lean
/-- Over the complex numbers the 2×2 matrices `-iσ_k/2`, with `σ_k` the Pauli matrices,
satisfy the angular momentum relations. -/
theorem complex_two_dim_relations :
    SpinRelations (!![0, -Complex.I / 2; -Complex.I / 2, 0] : Matrix (Fin 2) (Fin 2) ℂ)
      !![0, -1 / 2; 1 / 2, 0] !![-Complex.I / 2, 0; 0, Complex.I / 2] := by
  refine ⟨?_, ?_, ?_⟩ <;> ext i j <;> fin_cases i <;> fin_cases j <;>
    simp [Complex.ext_iff] <;> norm_num
```

With real entries but three dimensions, the generators of ordinary rotations about the coordinate axes satisfy the relations. They describe spin 1: $C^2$ has diagonal entries $-1,-1,0$, so the spin-1/2 condition fails.

```lean
/-- The real 3×3 generators of rotations about the coordinate axes satisfy the angular
momentum relations. -/
theorem real_three_dim_relations :
    SpinRelations (!![0, 0, 0; 0, 0, -1; 0, 1, 0] : Matrix (Fin 3) (Fin 3) ℝ)
      !![0, 0, 1; 0, 0, 0; -1, 0, 0] !![0, -1, 0; 1, 0, 0; 0, 0, 0] := by
  refine ⟨?_, ?_, ?_⟩ <;> ext i j <;> fin_cases i <;> fin_cases j <;>
    norm_num [Matrix.mul_apply, Fin.sum_univ_succ]

end RealSpinHalf
```

Both checks compare matrix entries, with real and imaginary parts treated separately in the complex case.

```lean
#print axioms RealSpinHalf.four_dvd_dim
#print axioms RealSpinHalf.real_four_dim_invertible
#print axioms RealSpinHalf.complex_two_dim_relations
#print axioms RealSpinHalf.real_three_dim_relations
```

```
'RealSpinHalf.four_dvd_dim' depends on axioms: [propext, Classical.choice, Quot.sound]
'RealSpinHalf.real_four_dim_invertible' depends on axioms: [propext, Classical.choice, Quot.sound]
'RealSpinHalf.complex_two_dim_relations' depends on axioms: [propext, Classical.choice, Quot.sound]
'RealSpinHalf.real_three_dim_relations' depends on axioms: [propext, Classical.choice, Quot.sound]
```
